# Bounds and limits of the Landau–Zener hopping flux averaged over Gaussian velocities

How often a thermal system hops between two diabatic energy curves depends on how fast it passes their crossing, and the passage velocity v is modelled here as a centred Gaussian variable on the whole real line, with standard deviation s. Both directions of passage therefore count. For a classical coordinate of mass m at temperature T, s = √(k_B T/m).

The probability of a hop in one passage is taken from the Landau–Zener formula, which enters as a definition and is not derived from the Schrödinger equation:

P(v) = 1 − exp(−c/|v|),  c = 2πV²/(ħF).

Here V is the diabatic coupling and F > 0 is the magnitude of the difference between the slopes of the two curves. The parameter c has the dimension of a velocity.

```lean
import Mathlib

open MeasureTheory ProbabilityTheory Filter Set
open scoped Topology Real NNReal

namespace ThermalLandauZener

noncomputable section
```

## The flux and its average

Faster systems pass more often, so the probability is weighted by the speed:

j(c, v) = |v| (1 − exp(−c/|v|)).

At v = 0 Lean evaluates c/0 as 0. The factor |v| makes the flux zero there in any case, which is also its limit as v → 0 for c ≥ 0.

```lean
/-- The speed times the Landau-Zener hopping probability, `|v| (1 - exp (-c/|v|))`,
for a crossing passed at velocity `v ≠ 0`; at `v = 0` the value is zero. -/
def hoppingFlux (c v : ℝ) : ℝ := |v| * (1 - Real.exp (-(c / |v|)))
```

The quantity to be studied is the mean

R(c) = ⟨j(c, v)⟩.

In Lean, `s` is a nonnegative real, and the second argument of `gaussianReal 0 (s ^ 2)` is the variance. Despite its name, `thermalRate` is a velocity. It becomes a rate constant k = ρR after multiplication by ρ, the value at the crossing of the normalised equilibrium position density on the initial diabatic curve. That step treats successive passages as independent, and the theorems below do not justify it.

```lean
/-- The thermally averaged Landau-Zener rate: the mean hopping flux over a centred Gaussian
velocity of standard deviation `s`. -/
def thermalRate (s : ℝ≥0) (c : ℝ) : ℝ := ∫ v, hoppingFlux c v ∂gaussianReal 0 (s ^ 2)
```

The coupling V, the slope difference F and ħ enter only through c, written here as a function of V; temperature and mass enter through s.

```lean
/-- The Landau-Zener parameter `c = 2πV²/(ħF)` for diabatic coupling `V` and
slope difference `F`, with `ħ` and `F` nonzero. -/
def couplingParameter (hbar F V : ℝ) : ℝ := 2 * π * V ^ 2 / (hbar * F)
```

## Two bounds at each velocity

For c ≥ 0 the exponential lies between 0 and 1, so 0 ≤ j ≤ |v|. For v ≠ 0, put x = c/|v|. The inequality exp(−x) ≥ 1 − x gives

j = |v| (1 − exp(−x)) ≤ |v| x = c.

At v = 0 the same bound reads 0 ≤ c. The proof makes this case distinction and takes the exponential inequality from `Real.add_one_le_exp`.

```lean
/-- For `c ≥ 0` the hopping flux is nonnegative and exceeds neither `c` nor the speed. -/
theorem hoppingFlux_bounds {c : ℝ} (hc : 0 ≤ c) (v : ℝ) :
    0 ≤ hoppingFlux c v ∧ hoppingFlux c v ≤ c ∧ hoppingFlux c v ≤ |v| := by
  refine ⟨?_, ?_, ?_⟩
  · exact mul_nonneg (abs_nonneg v) (sub_nonneg.2 (Real.exp_le_one_iff.2
      (neg_nonpos.2 (div_nonneg hc (abs_nonneg v)))))
  · by_cases hv : v = 0
    · simp [hoppingFlux, hv, hc]
    · have ha : |v| ≠ 0 := abs_ne_zero.2 hv
      have h1 : 1 - Real.exp (-(c / |v|)) ≤ c / |v| := by
        linarith [Real.add_one_le_exp (-(c / |v|))]
      calc hoppingFlux c v ≤ |v| * (c / |v|) :=
            mul_le_mul_of_nonneg_left h1 (abs_nonneg v)
        _ = c := by field_simp
  · unfold hoppingFlux
    nlinarith [mul_nonneg (abs_nonneg v) (Real.exp_pos (-(c / |v|))).le]
```

Three facts prepare the averaging. The flux is a measurable function of v:

```lean
lemma measurable_hoppingFlux (c : ℝ) : Measurable (hoppingFlux c) := by
  have ha : Measurable (fun v : ℝ => |v|) := continuous_abs.measurable
  exact ha.mul (measurable_const.sub (Real.measurable_exp.comp (measurable_const.div ha).neg))
```

The speed has a finite mean, because a Gaussian has a finite first moment:

```lean
lemma integrable_speed (s : ℝ≥0) :
    Integrable (fun v : ℝ => |v|) (gaussianReal 0 (s ^ 2)) := by
  have h : Integrable (id : ℝ → ℝ) (gaussianReal 0 (s ^ 2)) :=
    (memLp_id_gaussianReal 1).integrable (by simp)
  exact h.abs
```

For s > 0 the Gaussian has a density, so the single point v = 0 has probability zero:

```lean
lemma ae_moving {s : ℝ≥0} (hs : 0 < s) : ∀ᵐ v ∂gaussianReal 0 (s ^ 2), v ≠ 0 := by
  have h : ∀ᵐ v : ℝ, v ≠ 0 := compl_mem_ae_iff.mpr (measure_singleton 0)
  exact (gaussianReal_absolutelyContinuous 0 (pow_ne_zero 2 hs.ne')).ae_le h
```

## The mean speed

The integrand is even, so

⟨|v|⟩ = 2/(s√(2π)) · ∫₀^∞ v exp(−v²/(2s²)) dv.

An antiderivative is −s² exp(−v²/(2s²)), which rises from −s² at v = 0 to 0 at infinity. The integral is therefore s², and

⟨|v|⟩ = 2s/√(2π) = s√(2/π).

In the proof, `h2` is the half-line integral, `h3` uses the evenness, and `h1` writes out the Gaussian density. The equations `e1` and `e2` collect the square roots.

```lean
/-- The mean speed of a centred Gaussian velocity of standard deviation `s > 0` is
`s √(2/π)`. -/
theorem mean_speed {s : ℝ≥0} (hs : 0 < s) :
    ∫ v, |v| ∂gaussianReal 0 (s ^ 2) = s * √(2 / π) := by
  have hs' : (0 : ℝ) < s := NNReal.coe_pos.2 hs
  -- the half-line integral, from an explicit antiderivative
  have h2 : ∫ x in Ioi (0 : ℝ), x * Real.exp (-(x ^ 2 / (2 * (s : ℝ) ^ 2))) = (s : ℝ) ^ 2 := by
    have hd : ∀ x ∈ Ici (0 : ℝ), HasDerivAt
        (fun y : ℝ => -((s : ℝ) ^ 2) * Real.exp (-(y ^ 2 / (2 * (s : ℝ) ^ 2))))
        (x * Real.exp (-(x ^ 2 / (2 * (s : ℝ) ^ 2)))) x := by
      intro x _
      have hsq : HasDerivAt (fun y : ℝ => y ^ 2) (2 * x) x := by
        simpa using hasDerivAt_pow 2 x
      refine ((hsq.div_const (2 * (s : ℝ) ^ 2)).fun_neg.exp.const_mul
        (-((s : ℝ) ^ 2))).congr_deriv ?_
      field_simp
    have hq : Tendsto (fun x : ℝ => x ^ 2 / (2 * (s : ℝ) ^ 2)) atTop atTop :=
      (tendsto_pow_atTop two_ne_zero).atTop_div_const (by positivity)
    have ht := (Real.tendsto_exp_neg_atTop_nhds_zero.comp hq).const_mul (-((s : ℝ) ^ 2))
    rw [mul_zero] at ht
    have h := integral_Ioi_of_hasDerivAt_of_nonneg' hd
      (fun x hx => mul_nonneg (le_of_lt hx) (Real.exp_pos _).le) ht
    rw [h]
    simp
  have h3 : ∫ x : ℝ, |x| * Real.exp (-(|x| ^ 2 / (2 * (s : ℝ) ^ 2))) =
      2 * ∫ x in Ioi (0 : ℝ), x * Real.exp (-(x ^ 2 / (2 * (s : ℝ) ^ 2))) :=
    integral_comp_abs (f := fun x : ℝ => x * Real.exp (-(x ^ 2 / (2 * (s : ℝ) ^ 2))))
  have h1 : ∀ x : ℝ, gaussianPDFReal 0 (s ^ 2) x • |x| =
      (√(2 * π * (s : ℝ) ^ 2))⁻¹ * (|x| * Real.exp (-(|x| ^ 2 / (2 * (s : ℝ) ^ 2)))) := by
    intro x
    simp only [gaussianPDFReal, smul_eq_mul, sub_zero, sq_abs, NNReal.coe_pow, neg_div]
    ring
  rw [integral_gaussianReal_eq_integral_smul (pow_ne_zero 2 hs.ne')]
  simp only [h1]
  rw [integral_const_mul, h3, h2]
  -- collect the square roots
  have e1 : √(2 * π * (s : ℝ) ^ 2) = √(2 * π) * s := by
    rw [Real.sqrt_mul (by positivity), Real.sqrt_sq hs'.le]
  have e2 : √(2 / π) = 2 / √(2 * π) := by
    have e : 2 / π = 2 ^ 2 / (2 * π) := by
      rw [div_eq_div_iff (by positivity) (by positivity)]
      ring
    rw [e, Real.sqrt_div (by positivity), Real.sqrt_sq (by norm_num)]
  have hq : 0 < √(2 * π) := Real.sqrt_pos.2 (by positivity)
  rw [e1, e2]
  generalize √(2 * π) = q at hq
  field_simp
```

## The bound on the average

Averaging j ≤ c and j ≤ |v| gives, for s > 0 and c ≥ 0,

R(c) ≤ min(c, s√(2/π)).

The flux is integrable because it lies between 0 and the constant c. Monotonicity of the integral, `integral_mono`, then gives each half of the minimum.

```lean
/-- For `s > 0` and `c ≥ 0` the thermally averaged Landau-Zener rate exceeds neither `c`
nor the mean speed `s √(2/π)`. -/
theorem thermalRate_le_min {s : ℝ≥0} (hs : 0 < s) {c : ℝ} (hc : 0 ≤ c) :
    thermalRate s c ≤ min c (s * √(2 / π)) := by
  have hi : Integrable (hoppingFlux c) (gaussianReal 0 (s ^ 2)) := by
    refine (integrable_const c).mono' (measurable_hoppingFlux c).aestronglyMeasurable
      (Eventually.of_forall fun v => ?_)
    rw [Real.norm_eq_abs, abs_of_nonneg (hoppingFlux_bounds hc v).1]
    exact (hoppingFlux_bounds hc v).2.1
  refine le_min ?_ ?_
  · have h := integral_mono hi (integrable_const c) (fun v => (hoppingFlux_bounds hc v).2.1)
    simpa [thermalRate] using h
  · rw [← mean_speed hs]
    exact integral_mono hi (integrable_speed s) (fun v => (hoppingFlux_bounds hc v).2.2)
```

In a calculation of an electron-transfer rate, V comes from electronic structure, F from the diabatic curves and s from the temperature and effective mass. The golden rule replaces R by c. If c = 2s, it gives 2s, while the true average is at most about 0.80 s, so the golden rule overestimates R by a factor of more than 2.5.

## Weak coupling

At fixed v ≠ 0, j(0, v) = 0 and

∂j/∂c at c = 0 is |v| · (1/|v|) = 1,

so j(c, v)/c → 1 as c → 0⁺. For every c > 0 the ratio lies between 0 and 1. Dominated convergence allows the limit to be taken inside the average:

R(c)/c → ⟨1⟩ = 1.

The filter `𝓝[>] 0` expresses the approach to zero from above. The proof supplies the dominating constant 1 first, then obtains the pointwise limit as a difference quotient.

```lean
/-- Nonadiabatic limit: for `s > 0`, the ratio of the thermally averaged rate to `c` tends
to one as `c` tends to zero from above. -/
theorem thermalRate_div_tendsto_one {s : ℝ≥0} (hs : 0 < s) :
    Tendsto (fun c => thermalRate s c / c) (𝓝[>] 0) (𝓝 1) := by
  have key : Tendsto (fun c => ∫ v, hoppingFlux c v / c ∂gaussianReal 0 (s ^ 2)) (𝓝[>] 0)
      (𝓝 (∫ _v, (1 : ℝ) ∂gaussianReal 0 (s ^ 2))) := by
    refine tendsto_integral_filter_of_dominated_convergence (fun _ => (1 : ℝ))
      (Eventually.of_forall fun c =>
        ((measurable_hoppingFlux c).div_const c).aestronglyMeasurable) ?_
      (integrable_const 1) ?_
    · filter_upwards [self_mem_nhdsWithin] with c hc
      have hc' : 0 < c := hc
      refine Eventually.of_forall fun v => ?_
      have hb := hoppingFlux_bounds hc'.le v
      rw [Real.norm_eq_abs, abs_of_nonneg (div_nonneg hb.1 hc'.le), div_le_one hc']
      exact hb.2.1
    · -- at fixed velocity the ratio is a difference quotient at c = 0
      filter_upwards [ae_moving hs] with v hv
      have hd : HasDerivAt (fun c => hoppingFlux c v) 1 0 := by
        refine (((((hasDerivAt_id (0 : ℝ)).div_const |v|).fun_neg.exp).const_sub 1).const_mul
          |v|).congr_deriv ?_
        simp [hv]
      have h0 : hoppingFlux 0 v = 0 := by simp [hoppingFlux]
      refine hd.tendsto_slope_zero_right.congr fun t => ?_
      simp only [zero_add, h0, sub_zero, smul_eq_mul, div_eq_inv_mul]
  simpa [thermalRate, integral_div] using key
```

This limit needs more than s ≥ 0. At s = 0 all the probability sits at v = 0, where the flux vanishes. Then R(c) = 0 for every c, and R(c)/c tends to 0 instead of 1.

## Strong coupling

As c → ∞ at fixed v ≠ 0, exp(−c/|v|) → 0 and j(c, v) → |v|. For c ≥ 0 the flux is dominated by |v|, whose mean is finite, so

R(c) → s√(2/π).

Every passage now leads to a hop. Since both directions are counted, ρR tends to twice the one-way equilibrium flux through the crossing on the initial diabatic curve. An adiabatic rate constant would require a treatment of return passages and of the lowering of the barrier by the coupling.

```lean
/-- Strong-coupling limit: for `s > 0`, the thermally averaged rate tends to the mean speed
`s √(2/π)` as `c` tends to infinity. -/
theorem thermalRate_tendsto_mean_speed {s : ℝ≥0} (hs : 0 < s) :
    Tendsto (thermalRate s) atTop (𝓝 (s * √(2 / π))) := by
  rw [← mean_speed hs]
  refine tendsto_integral_filter_of_dominated_convergence (fun v => |v|)
    (Eventually.of_forall fun c => (measurable_hoppingFlux c).aestronglyMeasurable) ?_
    (integrable_speed s) ?_
  · filter_upwards [eventually_ge_atTop (0 : ℝ)] with c hc
    refine Eventually.of_forall fun v => ?_
    rw [Real.norm_eq_abs, abs_of_nonneg (hoppingFlux_bounds hc v).1]
    exact (hoppingFlux_bounds hc v).2.2
  · filter_upwards [ae_moving hs] with v hv
    have hq : Tendsto (fun c : ℝ => c / |v|) atTop atTop :=
      tendsto_id.atTop_div_const (abs_pos.2 hv)
    have h := ((Real.tendsto_exp_neg_atTop_nhds_zero.comp hq).const_sub 1).const_mul |v|
    rw [sub_zero, mul_one] at h
    exact h
```

## The golden-rule prefactor

For V ≠ 0 and ħ, F > 0, c is positive and tends to zero with V. Hence

R/V² = (R/c) · 2π/(ħF) → 2π/(ħF).

The filter `𝓝[≠] 0` lets V approach zero from either side without reaching it. The proof first shows that c approaches zero from above, then composes this with the weak-coupling limit and cancels c.

```lean
/-- Golden-rule prefactor: for `s, ħ, F > 0`, the thermally averaged rate divided by `V²`
tends to `2π/(ħF)` as the diabatic coupling `V ≠ 0` tends to zero. -/
theorem goldenRule_prefactor {s : ℝ≥0} (hs : 0 < s) {hbar F : ℝ} (hh : 0 < hbar) (hF : 0 < F) :
    Tendsto (fun V => thermalRate s (couplingParameter hbar F V) / V ^ 2) (𝓝[≠] 0)
      (𝓝 (2 * π / (hbar * F))) := by
  have hc : Tendsto (couplingParameter hbar F) (𝓝[≠] 0) (𝓝[>] 0) := by
    refine tendsto_nhdsWithin_iff.2 ⟨?_, ?_⟩
    · have hcont : Continuous (couplingParameter hbar F) := by
        unfold couplingParameter
        fun_prop
      have h := hcont.tendsto 0
      have h0 : couplingParameter hbar F 0 = 0 := by simp [couplingParameter]
      rw [h0] at h
      exact h.mono_left nhdsWithin_le_nhds
    · filter_upwards [self_mem_nhdsWithin] with V hV
      have hV' : V ≠ 0 := hV
      change 0 < 2 * π * V ^ 2 / (hbar * F)
      positivity
  have h := ((thermalRate_div_tendsto_one hs).comp hc).mul_const (2 * π / (hbar * F))
  rw [one_mul] at h
  refine h.congr' ?_
  filter_upwards [self_mem_nhdsWithin] with V hV
  have hV' : V ≠ 0 := hV
  have hp : π ≠ 0 := Real.pi_ne_zero
  change thermalRate s (couplingParameter hbar F V) / (2 * π * V ^ 2 / (hbar * F)) *
    (2 * π / (hbar * F)) = _
  generalize thermalRate s (couplingParameter hbar F V) = R
  field_simp

end

end ThermalLandauZener
```

Multiplied by ρ, the limiting value of R/V² gives the V² coefficient of the nonadiabatic electron-transfer rate for one classical coordinate, with constant coupling and linear curves near the crossing.

```lean
#print axioms ThermalLandauZener.hoppingFlux_bounds
#print axioms ThermalLandauZener.thermalRate_le_min
#print axioms ThermalLandauZener.thermalRate_tendsto_mean_speed
#print axioms ThermalLandauZener.goldenRule_prefactor
```

```
'ThermalLandauZener.hoppingFlux_bounds' depends on axioms: [propext, Classical.choice, Quot.sound]
'ThermalLandauZener.thermalRate_le_min' depends on axioms: [propext, Classical.choice, Quot.sound]
'ThermalLandauZener.thermalRate_tendsto_mean_speed' depends on axioms: [propext, Classical.choice, Quot.sound]
'ThermalLandauZener.goldenRule_prefactor' depends on axioms: [propext, Classical.choice, Quot.sound]
```
